# One or more fixed centres attracting an atom as $-C/r^6$ create no energy minimum away from the centres

## What holds a relaxed atom in place

When an atom is relaxed inside a rigid host and settles at an energy minimum between the host atoms, one may ask which part of the energy model holds it there. If the dispersion part is an undamped sum of attractive $-C/r^6$ pair terms with constant coefficients over fixed host atoms, it cannot produce that minimum alone. Some other term, usually short-range repulsion, must contribute.

Let the test atom be at $r\in\mathbb R^3$ and the finitely many centres, at least one, at $R_j$. The energy is

$$U(r)=-\sum_j \frac{C_j}{|r-R_j|^{n_j}},\qquad C_j>0,$$

with integers $n_j\ge 2$. London dispersion has $n_j=6$. A positive $C_j$ stands for attraction, as second-order perturbation theory gives for two ground-state atoms.

## The statement and its Lean form

The claim is that $U$ has no local minimum at any $r$ different from all $R_j$. This is `no_static_trap`; `no_static_trap_london` is the case $n_j=6$, written with the power `(-6 : ℤ)`.

- The finite type `ι` labels the terms, and `[Nonempty ι]` says that there is at least one.
- `E3` is Euclidean three-space. `C`, `n` and `R` give each term its coefficient, exponent and centre.
- `pairEnergy` is the whole sum $U$, despite its name, not the energy of one pair.
- `IsLocalMin` means that no nearby point has lower energy. Flat minima are therefore excluded as well as strict ones.

Centres may coincide, so a series of $C_6$, $C_8$ and $C_{10}$ terms on one atom is included by listing that atom three times. Retarded $r^{-7}$ tails are also allowed.

The step left to physics is the identification of the real dispersion energy with this sum: fixed centres, coefficients that do not change as the atom moves, pairwise additivity, no damping and no anisotropy.

## Summing the curvatures

Write $d_j=r-R_j$ and $\rho_j=|d_j|$, and move the atom along $r+te$ with $|e|=1$. Then $\dot d_j=e$ and $\dot\rho_j=d_j\cdot e/\rho_j$, so the slope is

$$\frac{dU}{dt}=\sum_j \frac{n_jC_j\,(d_j\cdot e)}{\rho_j^{\,n_j+2}}.$$

Since $d_j\cdot e$ has derivative $|e|^2=1$, a second differentiation gives

$$\frac{d^2U}{dt^2}=\sum_j\left[\frac{n_jC_j}{\rho_j^{\,n_j+2}}-\frac{n_j(n_j+2)C_j\,(d_j\cdot e)^2}{\rho_j^{\,n_j+4}}\right].$$

Now add the curvatures along three orthonormal directions $b_0,b_1,b_2$. The first term appears three times, and $\sum_i(d_j\cdot b_i)^2=\rho_j^2$. As $3n_j-n_j(n_j+2)=-n_j(n_j-1)$, the Laplacian is

$$\nabla^2U=-\sum_j\frac{C_jn_j(n_j-1)}{\rho_j^{\,n_j+2}}<0.$$

At a local minimum all three curvatures would be non-negative, and so would their sum. This is a contradiction. A term with $n_j=1$ contributes nothing to the Laplacian, so if all exponents are 1 the Laplacian is zero and the argument gives no contradiction.

## The Lean file

```lean
import Mathlib

open Filter Topology
open scoped InnerProductSpace

namespace DispersionTrap

noncomputable section

local notation "E3" => EuclideanSpace ℝ (Fin 3)

variable {ι : Type*} [Fintype ι]

/-- Energy `-∑ C_j / |r - R_j|^(n_j)` of a test atom at `r`, for `r` different from all centres
`R_j`; a positive `C_j` means attraction if `n_j ≥ 1`. -/
def pairEnergy (C : ι → ℝ) (n : ι → ℕ) (R : ι → E3) (r : E3) : ℝ :=
  -∑ j, C j / ‖r - R j‖ ^ n j

/-- An atom moving along the line `r + t e` has constant velocity `e` relative to a fixed
centre `R`. -/
theorem hasDerivAt_line (r R e : E3) (t : ℝ) :
    HasDerivAt (fun s : ℝ => r + s • e - R) e t := by
  simpa using (((hasDerivAt_id t).smul_const e).const_add r).sub_const R

/-- Away from the centre, the distance to it changes along a line at a rate equal to the
projection of the velocity on the radial direction. -/
theorem hasDerivAt_distance (r R e : E3) (t : ℝ) (h : r + t • e - R ≠ 0) :
    HasDerivAt (fun s : ℝ => ‖r + s • e - R‖)
      (⟪r + t • e - R, e⟫_ℝ / ‖r + t • e - R‖) t := by
  have h2 := (hasDerivAt_line r R e t).norm_sq.sqrt (pow_ne_zero 2 (norm_ne_zero_iff.2 h))
  simp only [Real.sqrt_sq_eq_abs, abs_norm] at h2
  exact h2.congr_deriv (mul_div_mul_left _ _ two_ne_zero)

/-- Derivative along a line, away from the centre, of a differentiable quantity `g` divided
by the `n`-th power of the distance to the centre. -/
theorem hasDerivAt_div_distance_pow (r R e : E3) (t : ℝ) (h : r + t • e - R ≠ 0)
    {g : ℝ → ℝ} {g' : ℝ} (hg : HasDerivAt g g' t) (n : ℕ) :
    HasDerivAt (fun s : ℝ => g s / ‖r + s • e - R‖ ^ n)
      (g' / ‖r + t • e - R‖ ^ n
        - n * g t * ⟪r + t • e - R, e⟫_ℝ / ‖r + t • e - R‖ ^ (n + 2)) t := by
  have hρ : ‖r + t • e - R‖ ≠ 0 := norm_ne_zero_iff.2 h
  refine (hg.fun_div ((hasDerivAt_distance r R e t h).fun_pow n)
    (pow_ne_zero n hρ)).congr_deriv ?_
  rcases n with _ | m
  · simp
  · simp only [Nat.add_sub_cancel]
    field_simp
    ring

/-- Slope of the energy along a line, at a point different from all centres. -/
theorem hasDerivAt_pairEnergy (C : ι → ℝ) (n : ι → ℕ) (R : ι → E3) (r e : E3) (t : ℝ)
    (h : ∀ j, r + t • e - R j ≠ 0) :
    HasDerivAt (fun s : ℝ => pairEnergy C n R (r + s • e))
      (∑ j, n j * C j * ⟪r + t • e - R j, e⟫_ℝ / ‖r + t • e - R j‖ ^ (n j + 2)) t := by
  unfold pairEnergy
  refine (HasDerivAt.fun_sum fun j _ => hasDerivAt_div_distance_pow r (R j) e t (h j)
    (hasDerivAt_const t (C j)) (n j)).fun_neg.congr_deriv ?_
  simp only [zero_div, zero_sub, Finset.sum_neg_distrib, neg_neg]

/-- Curvature of the energy along a unit vector `e`, at a point different from all centres. -/
theorem curvature_pairEnergy (C : ι → ℝ) (n : ι → ℕ) (R : ι → E3) (r e : E3)
    (he : ‖e‖ = 1) (h : ∀ j, r ≠ R j) :
    deriv (deriv fun t : ℝ => pairEnergy C n R (r + t • e)) 0 =
      ∑ j, (n j * C j / ‖r - R j‖ ^ (n j + 2)
        - n j * (n j + 2) * C j * ⟪r - R j, e⟫_ℝ ^ 2 / ‖r - R j‖ ^ (n j + 4)) := by
  have h0 : ∀ j, r + (0 : ℝ) • e - R j ≠ 0 := fun j => by
    simpa [sub_eq_zero] using h j
  -- a short piece of the line avoids all centres
  have ev : ∀ᶠ t : ℝ in 𝓝 0, ∀ j, r + t • e - R j ≠ 0 := by
    rw [eventually_all]
    intro j
    exact (hasDerivAt_line r (R j) e 0).continuousAt.eventually_ne (h0 j)
  have h1 : deriv (fun t : ℝ => pairEnergy C n R (r + t • e)) =ᶠ[𝓝 0] fun t =>
      ∑ j, n j * C j * ⟪r + t • e - R j, e⟫_ℝ / ‖r + t • e - R j‖ ^ (n j + 2) :=
    ev.mono fun t ht => (hasDerivAt_pairEnergy C n R r e t ht).deriv
  rw [h1.deriv_eq]
  -- differentiate the slope once more
  have hi : ∀ j, HasDerivAt (fun s : ℝ => ⟪r + s • e - R j, e⟫_ℝ) 1 0 := fun j =>
    ((hasDerivAt_line r (R j) e 0).inner ℝ (hasDerivAt_const 0 e)).congr_deriv
      (by simp [he])
  have h2 := HasDerivAt.fun_sum (u := Finset.univ) fun j _ =>
    hasDerivAt_div_distance_pow r (R j) e 0 (h0 j)
      ((hi j).const_mul ((n j : ℝ) * C j)) (n j + 2)
  refine h2.deriv.trans (Finset.sum_congr rfl fun j _ => ?_)
  simp only [zero_smul, add_zero, mul_one]
  push_cast
  ring

/-- Laplacian of the energy: at a point different from all centres, the curvatures along any
three orthonormal directions add up to `-∑ C_j n_j (n_j - 1) / |r - R_j|^(n_j + 2)`. -/
theorem laplacian_pairEnergy (C : ι → ℝ) (n : ι → ℕ) (R : ι → E3) (r : E3)
    (b : OrthonormalBasis (Fin 3) ℝ E3) (h : ∀ j, r ≠ R j) :
    ∑ i, deriv (deriv fun t : ℝ => pairEnergy C n R (r + t • b i)) 0 =
      -∑ j, C j * n j * (n j - 1) / ‖r - R j‖ ^ (n j + 2) := by
  rw [Finset.sum_congr rfl fun i _ =>
    curvature_pairEnergy C n R r (b i) (b.orthonormal.1 i) h, Finset.sum_comm,
    ← Finset.sum_neg_distrib]
  refine Finset.sum_congr rfl fun j _ => ?_
  have hρ : ‖r - R j‖ ≠ 0 := norm_ne_zero_iff.2 (sub_ne_zero.2 (h j))
  -- Pythagoras for the separation vector
  have hs : ∑ i, ⟪r - R j, b i⟫_ℝ ^ 2 = ‖r - R j‖ ^ 2 := by
    rw [← real_inner_self_eq_norm_sq, ← b.sum_inner_mul_inner (r - R j) (r - R j)]
    refine Finset.sum_congr rfl fun i _ => ?_
    rw [real_inner_comm (r - R j) (b i), sq]
  have key : ‖r - R j‖ ^ 2 / ‖r - R j‖ ^ (n j + 4) = 1 / ‖r - R j‖ ^ (n j + 2) := by
    rw [div_eq_div_iff (pow_ne_zero _ hρ) (pow_ne_zero _ hρ)]
    ring
  rw [Fin.sum_univ_three] at hs ⊢
  linear_combination (-(n j * (n j + 2) * C j) / ‖r - R j‖ ^ (n j + 4)) * hs
    - (n j * (n j + 2) * C j) * key

/-- At a local minimum where a function of one variable is continuous, its second derivative
is not negative. -/
theorem curvature_nonneg_of_isLocalMin {f : ℝ → ℝ} {x : ℝ} (hmin : IsLocalMin f x)
    (hc : ContinuousAt f x) : 0 ≤ deriv (deriv f) x := by
  by_contra hneg
  have hlt := not_le.1 hneg
  -- otherwise the point is also a local maximum, and the function is locally constant
  have hmax := isLocalMax_of_deriv_deriv_neg hlt hmin.deriv_eq_zero hc
  have hconst : f =ᶠ[𝓝 x] fun _ => f x := by
    filter_upwards [hmin, hmax] with y h1 h2
    exact le_antisymm h2 h1
  have hzero := hconst.deriv.deriv_eq
  simp only [deriv_const'] at hzero
  exact hlt.ne hzero

/-- No static trap from attraction alone: for at least one centre, positive coefficients and
integer exponents `n_j ≥ 2`, the energy has no local minimum at a point different from all
centres. -/
theorem no_static_trap [Nonempty ι] (C : ι → ℝ) (n : ι → ℕ) (R : ι → E3) (r : E3)
    (hC : ∀ j, 0 < C j) (hn : ∀ j, 2 ≤ n j) (h : ∀ j, r ≠ R j) :
    ¬ IsLocalMin (pairEnergy C n R) r := by
  intro hmin
  have b : OrthonormalBasis (Fin 3) ℝ E3 := EuclideanSpace.basisFun (Fin 3) ℝ
  -- the minimum persists on each coordinate line
  have hcurv : ∀ i, 0 ≤ deriv (deriv fun t : ℝ => pairEnergy C n R (r + t • b i)) 0 := by
    intro i
    have hline : Continuous fun t : ℝ => r + t • b i := by fun_prop
    have ht : Tendsto (fun t : ℝ => r + t • b i) (𝓝 0) (𝓝 r) := by
      simpa using hline.tendsto 0
    refine curvature_nonneg_of_isLocalMin ?_ (hasDerivAt_pairEnergy C n R r (b i) 0
      fun j => by simpa [sub_eq_zero] using h j).continuousAt
    have hev := ht.eventually hmin
    simpa [IsLocalMin, IsMinFilter] using hev
  have hsum := Finset.sum_nonneg fun i (_ : i ∈ Finset.univ) => hcurv i
  rw [laplacian_pairEnergy C n R r b h] at hsum
  -- but the Laplacian is strictly negative
  have hpos : 0 < ∑ j, C j * n j * (n j - 1) / ‖r - R j‖ ^ (n j + 2) := by
    refine Finset.sum_pos (fun j _ => ?_) Finset.univ_nonempty
    have h2 : (2 : ℝ) ≤ n j := by exact_mod_cast hn j
    exact div_pos (mul_pos (mul_pos (hC j) (by linarith)) (by linarith))
      (pow_pos (norm_pos_iff.2 (sub_ne_zero.2 (h j))) _)
  linarith

/-- The London case: for at least one centre and positive `C_j`, the dispersion energy
`-∑ C_j |r - R_j|⁻⁶` has no local minimum at a point different from all centres. -/
theorem no_static_trap_london [Nonempty ι] (C : ι → ℝ) (R : ι → E3) (r : E3)
    (hC : ∀ j, 0 < C j) (h : ∀ j, r ≠ R j) :
    ¬ IsLocalMin (fun x : E3 => -∑ j, C j * ‖x - R j‖ ^ (-6 : ℤ)) r := by
  have e : ∀ x : ℝ, x ^ (-6 : ℤ) = (x ^ 6)⁻¹ := fun x => by
    rw [zpow_neg]
    norm_cast
  have hU : (fun x : E3 => -∑ j, C j * ‖x - R j‖ ^ (-6 : ℤ)) =
      pairEnergy C (fun _ => 6) R := by
    funext x
    simp only [pairEnergy, e, div_eq_mul_inv]
  rw [hU]
  exact no_static_trap C (fun _ => 6) R r hC (fun _ => by norm_num) h

/-- With a repulsive term a trap exists: the Lennard-Jones energy `-2/r⁶ + 1/r¹²` of one
centre at the origin has a local minimum at every point at unit distance. -/
theorem lennardJones_trap (r : E3) (hr : ‖r‖ = 1) :
    IsLocalMin (pairEnergy ![2, -1] ![6, 12] (fun _ => 0)) r := by
  -- complete the square in the inverse sixth power
  have hsq : ∀ x : E3, pairEnergy ![2, -1] ![6, 12] (fun _ => 0) x =
      (1 / ‖x‖ ^ 6 - 1) ^ 2 - 1 := by
    intro x
    simp only [pairEnergy, Fin.sum_univ_two, Matrix.cons_val_zero, Matrix.cons_val_one,
      sub_zero]
    ring
  refine Eventually.of_forall fun x => ?_
  rw [hsq, hsq, hr]
  norm_num
  positivity

end

end DispersionTrap
```

```lean
#print axioms DispersionTrap.no_static_trap
#print axioms DispersionTrap.no_static_trap_london
#print axioms DispersionTrap.lennardJones_trap
```

```
'DispersionTrap.no_static_trap' depends on axioms: [propext, Classical.choice, Quot.sound]
'DispersionTrap.no_static_trap_london' depends on axioms: [propext, Classical.choice, Quot.sound]
'DispersionTrap.lennardJones_trap' depends on axioms: [propext, Classical.choice, Quot.sound]
```

## From the derivatives to the contradiction

`hasDerivAt_line` and `hasDerivAt_distance` give $\dot d_j$ and $\dot\rho_j$. The quotient rule in `hasDerivAt_div_distance_pow` allows a variable numerator, so it serves twice: with the constant $C_j$ for the slope in `hasDerivAt_pairEnergy`, and with $n_jC_j(d_j\cdot e)$ for the curvature in `curvature_pairEnergy`. The second use needs the slope formula on an interval around $t=0$, not only at the point. The step `ev` supplies it, because a short piece of the line avoids every centre.

In `laplacian_pairEnergy`, `Finset.sum_comm` exchanges the sums over directions and centres. `hs` is Pythagoras, `key` cancels two powers of the distance, and `linear_combination` collects the coefficients.

`curvature_nonneg_of_isLocalMin` argues by contradiction. A negative second derivative would make the minimum also a local maximum, hence the function locally constant, hence its second derivative zero. `no_static_trap` restricts the supposed minimum to three coordinate lines, adds the curvatures and meets the negative Laplacian.

`lennardJones_trap` shows that a positive coefficient on only some of the terms is not enough. In reduced units,

$$-\frac{2}{r^6}+\frac1{r^{12}}=\left(\frac1{r^6}-1\right)^2-1,$$

where $r$ now denotes the distance from a single centre. The energy is lowest at $r=1$.

## Real exponents

The exponents could have been modelled as real numbers. The same calculation would then apply under the condition $n_j>1$, which for integers is the present $n_j\ge2$.
